# Clifford's theorem: stable complements for a normal subgroup in a finite-dimensional irreducible representation

## From block-triangular to block-diagonal matrices

To follow a degenerate level when the symmetry falls from a group \(G\) to a subgroup \(N\), one looks for a subspace that \(N\) maps into itself and then chooses a basis in which the matrices of \(N\) are block-diagonal. The subspace alone gives only block-triangular matrices. The remaining off-diagonal block vanishes if the other basis vectors span a complement that \(N\) also maps into itself.

For a unitary representation the orthogonal complement will do. The four components of a Dirac spinor need another argument: boosts act on them non-unitarily, and no positive-definite inner product is invariant. The spinor matrices of rotations, boosts and parity together generate a group under which the four-component space is irreducible. Those of rotations and boosts alone generate a normal subgroup, under which the space splits into two Weyl spinors of two components each. Both the splitting and the equal sizes are instances of what follows.

In quantum mechanics the result applies to a finite-dimensional level that is irreducible under \(G\), when the symmetry is lowered to a normal subgroup. The step from there to energies is separate: no Hamiltonian appears, and a perturbation with symmetry \(N\) may still couple blocks that carry equivalent representations.

## Two statements about a normal subgroup

Let \(V\) be a finite-dimensional vector space over any field \(k\); the letter denotes the field of scalars, not a wave vector. Let \(\rho\) represent \(G\), finite or infinite, on \(V\), with no \(G\)-stable subspaces except \(0\) and \(V\). Let \(N\) be normal in \(G\).

- `clifford`: every \(N\)-stable subspace \(U\) has an \(N\)-stable complement \(W\), so that \(U\cap W=0\) and \(U+W=V\).
- `equal_dimensions`: any two minimal nonzero \(N\)-stable subspaces have the same dimension.

In Lean, `ρ : G →* Module.End k V` is a multiplicative map into the linear operators on \(V\). Each \(\rho(g)\) is invertible because \(g\) is. `Stable ρ H W` says that every operation of the subgroup \(H\) maps \(W\) into itself, and `IsIrred ρ` expresses irreducibility. Unlike the usual textbook definition, it admits \(V=0\), where `clifford` holds trivially. `IsMinimalStable` describes a subspace on which the subgroup acts irreducibly, here required to be nonzero.

The symbols `⊥` and `⊤` are the zero subspace and the whole space; in `Stable ρ ⊤ W`, `⊤` is the whole group. `IsCompl U W` means a direct-sum complement, with no orthogonality implied, and `finrank` is the dimension.

Equal dimension is weaker than conjugacy. Many books use Clifford's name for a fuller description, in which the irreducible pieces are conjugate representations of \(N\) and occur with equal multiplicities; neither property is stated here.

## Moving a small subspace around

**Translates.** Let \(S\) be \(N\)-stable, \(g\in G\), \(n\in N\) and \(s\in S\). Then
\[
\rho(n)\rho(g)s=\rho(g)\,\rho(g^{-1}ng)\,s .
\]
By normality \(g^{-1}ng\in N\), so the right-hand side lies in \(\rho(g)S\), which is therefore \(N\)-stable. If \(S\) is minimal, so is \(\rho(g)S\). It is nonzero, and an \(N\)-stable \(T\subseteq\rho(g)S\) gives an \(N\)-stable \(\rho(g^{-1})T\subseteq S\). This is \(0\) or \(S\), so \(T\) is \(0\) or \(\rho(g)S\).

**Avoiding a proper subspace.** For \(S\neq0\), the sum of all translates \(\rho(g)S\) is \(G\)-stable, since \(\rho(a)\rho(g)S=\rho(ag)S\) for \(a\in G\). It contains \(S\), so irreducibility makes it \(V\). Now let \(S\) be minimal and let \(X\neq V\) be \(N\)-stable. Some translate \(\rho(g)S\) is not contained in \(X\). The intersection \(\rho(g)S\cap X\) is \(N\)-stable and smaller than \(\rho(g)S\), so by minimality it is \(0\).

**The complement.** If \(U=0\), take \(W=V\). Otherwise finite dimension supplies a minimal nonzero \(N\)-stable subspace \(S\), and a subspace \(W\) that is maximal among the \(N\)-stable subspaces with \(U\cap W=0\). Suppose \(U+W\neq V\). Then some translate \(S'=\rho(g)S\) satisfies \(S'\cap(U+W)=0\). If \(u=w+s'\) with \(u\in U\), \(w\in W\) and \(s'\in S'\), then
\[
s'=u-w\in S'\cap(U+W)=0,
\]
so \(u=w\in U\cap W=0\). Hence \(U\cap(W+S')=0\). But \(W+S'\) is \(N\)-stable and strictly larger than \(W\), because \(S'\) is nonzero and meets \(W\) only in \(0\). This contradicts the choice of \(W\), so \(U+W=V\).

**Equal dimensions.** Let \(A\) and \(B\) be minimal \(N\)-stable subspaces, and let \(W\) now be an \(N\)-stable complement of \(B\). Since \(B\neq0\), \(W\neq V\), so some translate of \(A\) meets \(W\) only in \(0\). Translation preserves dimension, hence
\[
\dim A+\dim W\le\dim V=\dim B+\dim W .
\]
Thus \(\dim A\le\dim B\), and exchanging \(A\) and \(B\) gives equality.

## A shear without a complementary line

For an arbitrary subgroup in place of a normal one, the complement can fail to exist, over every field. Let all invertible linear maps act on the plane \(k^2\). The shear \((x,y)\mapsto(x+y,y)\) minus the identity sends \(v=(v_1,v_2)\) to \((v_2,0)\).

This action is irreducible. Take \(v\neq0\) in a stable subspace. If \(v_2\neq0\), the shear gives the nonzero vector \((v_2,0)\). If \(v_2=0\), then \(v=(v_1,0)\) is already a nonzero vector on the first axis. Exchanging the coordinates of such a vector gives one on the other axis, so the subspace is the whole plane.

The maps that fix \((1,0)\) preserve the line \(L\) through it. Suppose \(W\) were a complement stable under all of them. The shear is one of these maps, so for \(v\in W\) the vector \((v_2,0)\) lies in \(L\cap W=0\). Every vector of \(W\), and hence of \(L+W\), then has second coordinate zero, and \((0,1)\) is missing.

## The complete Lean file

```lean
import Mathlib

open Module

namespace CliffordDescent

variable {k G V : Type*} [Field k] [Group G] [AddCommGroup V] [Module k V]

/-- The subspace `W` is mapped into itself by every operation of the subgroup `H`. -/
def Stable (ρ : G →* Module.End k V) (H : Subgroup G) (W : Submodule k V) : Prop :=
  ∀ h ∈ H, ∀ v ∈ W, ρ h v ∈ W

/-- The only subspaces stable under the whole group are zero and the full space. -/
def IsIrred (ρ : G →* Module.End k V) : Prop :=
  ∀ W : Submodule k V, Stable ρ ⊤ W → W = ⊥ ∨ W = ⊤

/-- `S` is a nonzero `H`-stable subspace with no `H`-stable subspace strictly between
zero and itself. -/
def IsMinimalStable (ρ : G →* Module.End k V) (H : Subgroup G) (S : Submodule k V) : Prop :=
  Stable ρ H S ∧ S ≠ ⊥ ∧ ∀ T ≤ S, Stable ρ H T → T = ⊥ ∨ T = S

private lemma act_mul (ρ : G →* Module.End k V) (a b : G) (v : V) :
    ρ a (ρ b v) = ρ (a * b) v := by
  rw [map_mul]; rfl

private lemma map_inv_map (ρ : G →* Module.End k V) (g : G) (S : Submodule k V) :
    (S.map (ρ g)).map (ρ g⁻¹) = S := by
  have h : (ρ g⁻¹) ∘ₗ (ρ g) = LinearMap.id :=
    LinearMap.ext fun v => (act_mul ρ g⁻¹ g v).trans (by simp)
  rw [← Submodule.map_comp, h, Submodule.map_id]

private lemma stable_sup {ρ : G →* Module.End k V} {H : Subgroup G} {U W : Submodule k V}
    (hU : Stable ρ H U) (hW : Stable ρ H W) : Stable ρ H (U ⊔ W) := by
  intro h hh v hv
  obtain ⟨x, hx, y, hy, rfl⟩ := Submodule.mem_sup.1 hv
  rw [map_add]
  exact Submodule.add_mem_sup (hU h hh x hx) (hW h hh y hy)

/-- An operation of the full group carries a subspace stable under a normal subgroup to a subspace
that is again stable under that subgroup. -/
theorem stable_translate (ρ : G →* Module.End k V) {N : Subgroup G} (hN : N.Normal)
    {S : Submodule k V} (hS : Stable ρ N S) (g : G) : Stable ρ N (S.map (ρ g)) := by
  intro n hn v hv
  obtain ⟨s, hs, rfl⟩ := Submodule.mem_map.1 hv
  -- n g = g (g⁻¹ n g), and the bracket lies in N
  have hc : g⁻¹ * n * g ∈ N := by simpa using hN.conj_mem n hn g⁻¹
  have e : g * (g⁻¹ * n * g) = n * g := by group
  refine Submodule.mem_map.2 ⟨ρ (g⁻¹ * n * g) s, hS _ hc s hs, ?_⟩
  rw [act_mul, act_mul, e]

/-- An operation of the full group carries a minimal stable subspace of a normal subgroup to a
subspace that is again minimal stable for that subgroup. -/
theorem minimal_translate (ρ : G →* Module.End k V) {N : Subgroup G} (hN : N.Normal)
    {S : Submodule k V} (hS : IsMinimalStable ρ N S) (g : G) :
    IsMinimalStable ρ N (S.map (ρ g)) := by
  refine ⟨stable_translate ρ hN hS.1 g, fun h => hS.2.1 ?_, fun T hT hTs => ?_⟩
  · rw [← map_inv_map ρ g S, h, Submodule.map_bot]
  · -- carry T back into S and use minimality there
    have hle : T.map (ρ g⁻¹) ≤ S := by
      have h := Submodule.map_mono (f := ρ g⁻¹) hT
      rwa [map_inv_map] at h
    have hback : (T.map (ρ g⁻¹)).map (ρ g) = T := by
      have h := map_inv_map ρ g⁻¹ T
      rwa [inv_inv] at h
    rcases hS.2.2 _ hle (stable_translate ρ hN hTs g⁻¹) with h | h
    · left; rw [← hback, h, Submodule.map_bot]
    · right; rw [← hback, h]

/-- In an irreducible representation the images of a nonzero subspace under all
group operations together span the full space. -/
theorem translates_span (ρ : G →* Module.End k V) (hρ : IsIrred ρ)
    {S : Submodule k V} (hS : S ≠ ⊥) : ⨆ g, S.map (ρ g) = ⊤ := by
  refine (hρ _ ?_).resolve_left fun h => hS ?_
  · intro a _ v hv
    have hle : (⨆ g, S.map (ρ g)) ≤ (⨆ g, S.map (ρ g)).comap (ρ a) := by
      refine iSup_le fun g => ?_
      rintro _ ⟨s, hs, rfl⟩
      show ρ a (ρ g s) ∈ (⨆ g, S.map (ρ g) : Submodule k V)
      rw [act_mul]
      exact Submodule.mem_iSup_of_mem (a * g) ⟨s, hs, rfl⟩
    exact hle hv
  · rw [eq_bot_iff, ← h]
    exact fun s hs => Submodule.mem_iSup_of_mem 1 ⟨s, hs, by simp⟩

/-- In an irreducible representation, every proper subspace stable under a normal subgroup
has zero intersection with some image of any given minimal stable subspace. -/
theorem exists_disjoint_translate (ρ : G →* Module.End k V) (hρ : IsIrred ρ)
    {N : Subgroup G} (hN : N.Normal) {S X : Submodule k V} (hS : IsMinimalStable ρ N S)
    (hX : Stable ρ N X) (hne : X ≠ ⊤) : ∃ g, Disjoint (S.map (ρ g)) X := by
  have hex : ∃ g, ¬ S.map (ρ g) ≤ X := by
    by_contra hall
    push Not at hall
    exact hne (top_le_iff.1 (translates_span ρ hρ hS.2.1 ▸ iSup_le hall))
  obtain ⟨g, hg⟩ := hex
  have hm := minimal_translate ρ hN hS g
  refine ⟨g, disjoint_iff.2 ((hm.2.2 _ inf_le_left ?_).resolve_right
    fun h => hg (inf_eq_left.1 h))⟩
  exact fun n hn v hv => ⟨hm.1 n hn v hv.1, hX n hn v hv.2⟩

/-- **Clifford's theorem.** In a finite-dimensional irreducible representation of any group
over any field, each subspace stable under a normal subgroup has a stable complement. -/
theorem clifford [FiniteDimensional k V] (ρ : G →* Module.End k V) (hρ : IsIrred ρ)
    {N : Subgroup G} (hN : N.Normal) {U : Submodule k V} (hU : Stable ρ N U) :
    ∃ W, Stable ρ N W ∧ IsCompl U W := by
  by_cases hU0 : U = ⊥
  · subst hU0
    exact ⟨⊤, fun _ _ _ _ => Submodule.mem_top, isCompl_bot_top⟩
  -- a minimal stable subspace S
  obtain ⟨S, ⟨hSs, hS0⟩, hmin⟩ := (wellFounded_lt (α := Submodule k V)).has_min
    {S | Stable ρ N S ∧ S ≠ ⊥} ⟨U, hU, hU0⟩
  have hS : IsMinimalStable ρ N S := by
    refine ⟨hSs, hS0, fun T hT hTs => ?_⟩
    by_contra hcon
    rw [not_or] at hcon
    exact hmin T ⟨hTs, hcon.1⟩ (lt_of_le_of_ne hT hcon.2)
  -- a stable W, as large as possible, that meets U only in zero
  obtain ⟨W, ⟨hW, hd⟩, hmax⟩ := (wellFounded_gt (α := Submodule k V)).has_min
    {W | Stable ρ N W ∧ Disjoint U W}
    ⟨⊥, fun n _ v hv => by simp [(Submodule.mem_bot k).1 hv], disjoint_bot_right⟩
  refine ⟨W, hW, hd, codisjoint_iff.2 ?_⟩
  by_contra hne
  -- otherwise W could be enlarged by an image of S
  obtain ⟨g, hg⟩ := exists_disjoint_translate ρ hρ hN hS (stable_sup hU hW) hne
  have hm := minimal_translate ρ hN hS g
  refine hmax (W ⊔ S.map (ρ g)) ⟨stable_sup hW hm.1,
    hd.disjoint_sup_right_of_disjoint_sup_left hg.symm⟩ (left_lt_sup.2 fun h => hm.2.1 ?_)
  exact disjoint_self.1 (hg.mono_right (h.trans le_sup_right))

/-- When a finite-dimensional irreducible representation is restricted to a normal subgroup,
all minimal stable subspaces have the same dimension. -/
theorem equal_dimensions [FiniteDimensional k V] (ρ : G →* Module.End k V) (hρ : IsIrred ρ)
    {N : Subgroup G} (hN : N.Normal) {S T : Submodule k V}
    (hS : IsMinimalStable ρ N S) (hT : IsMinimalStable ρ N T) :
    finrank k S = finrank k T := by
  have key : ∀ A B : Submodule k V, IsMinimalStable ρ N A → IsMinimalStable ρ N B →
      finrank k A ≤ finrank k B := by
    intro A B hA hB
    -- an image of A fits beside a complement of B
    obtain ⟨W, hW, hc⟩ := clifford ρ hρ hN hB.1
    have hne : W ≠ ⊤ := fun h => hB.2.1 (disjoint_top.1 (h ▸ hc.disjoint))
    obtain ⟨g, hg⟩ := exists_disjoint_translate ρ hρ hN hA hW hne
    have h1 := Submodule.finrank_add_finrank_le_of_disjoint hg
    have h2 := Submodule.finrank_add_eq_of_isCompl hc
    have h3 := Submodule.finrank_map_le (ρ g⁻¹) (A.map (ρ g))
    rw [map_inv_map] at h3
    omega
  exact le_antisymm (key S T hS hT) (key T S hT hS)

variable (k)

/-- The group of all invertible linear maps of the plane, acting on the plane. -/
def plane : ((k × k) ≃ₗ[k] (k × k)) →* Module.End k (k × k) where
  toFun g := g.toLinearMap
  map_one' := rfl
  map_mul' _ _ := rfl

/-- The shear `(x, y) ↦ (x + y, y)` of the plane. -/
def shear : (k × k) ≃ₗ[k] (k × k) where
  toFun v := (v.1 + v.2, v.2)
  invFun v := (v.1 - v.2, v.2)
  map_add' u v := by
    ext <;> simp
    ring
  map_smul' c v := by
    ext <;> simp
    ring
  left_inv v := by ext <;> simp
  right_inv v := by ext <;> simp

private lemma shear_sub (v : k × k) : shear k v - v = (v.2, 0) := by
  ext <;> simp [shear]

/-- The group of all invertible linear maps acts irreducibly on the plane. -/
theorem plane_irreducible_witness : IsIrred (plane k) := by
  intro W hW
  have hs : ∀ v ∈ W, (v.2, (0 : k)) ∈ W := fun v hv => by
    have h : shear k v - v ∈ W := W.sub_mem (hW (shear k) trivial v hv) hv
    rwa [shear_sub] at h
  have hx : ∀ v ∈ W, (v.2, v.1) ∈ W := fun v hv =>
    hW (LinearEquiv.prodComm k k k) trivial v hv
  by_cases h0 : W = ⊥
  · exact Or.inl h0
  right
  obtain ⟨v, hv, hv0⟩ := Submodule.exists_mem_ne_zero_of_ne_bot h0
  -- a nonzero vector of W yields a nonzero multiple of (1,0), hence both axes
  have hc : ∃ c : k, c ≠ 0 ∧ (c, (0 : k)) ∈ W := by
    by_cases h2 : v.2 = 0
    · exact ⟨v.1, fun h1 => hv0 (Prod.ext h1 h2), hs _ (hx v hv)⟩
    · exact ⟨v.2, h2, hs v hv⟩
  obtain ⟨c, hc0, hcW⟩ := hc
  refine Submodule.eq_top_iff'.2 fun u => ?_
  have h := W.add_mem (W.smul_mem (u.1 / c) hcW) (W.smul_mem (u.2 / c) (hx _ hcW))
  have e : (u.1 / c) • (c, (0 : k)) + (u.2 / c) • ((0 : k), c) = u := by
    ext <;> simp [hc0]
  exact e ▸ h

/-- Among the invertible linear maps of the plane, those fixing the vector `(1, 0)` preserve
the line through it, but that line has no complement which they all preserve. -/
theorem normality_needed :
    Stable (plane k) (MulAction.stabilizer _ ((1, 0) : k × k)) (k ∙ ((1, 0) : k × k)) ∧
    ¬ ∃ W, Stable (plane k) (MulAction.stabilizer _ ((1, 0) : k × k)) W ∧
      IsCompl (k ∙ ((1, 0) : k × k)) W := by
  constructor
  · intro g hg v hv
    obtain ⟨c, rfl⟩ := Submodule.mem_span_singleton.1 hv
    have hfix : g ((1, 0) : k × k) = (1, 0) := hg
    show g (c • ((1, 0) : k × k)) ∈ (k ∙ ((1, 0) : k × k) : Submodule k (k × k))
    rw [map_smul, hfix]
    exact hv
  · rintro ⟨W, hW, hc⟩
    have hmem : shear k ∈ MulAction.stabilizer _ ((1, 0) : k × k) := by
      show shear k ((1, 0) : k × k) = (1, 0)
      ext <;> simp [shear]
    -- the shear forces every vector of W to have second coordinate zero
    have h2 : ∀ v ∈ W, v.2 = 0 := fun v hv => by
      have h : shear k v - v ∈ W := W.sub_mem (hW (shear k) hmem v hv) hv
      rw [shear_sub] at h
      have hl : (v.2, (0 : k)) ∈ k ∙ ((1, 0) : k × k) :=
        Submodule.mem_span_singleton.2 ⟨v.2, by ext <;> simp⟩
      exact congrArg Prod.fst (Submodule.disjoint_def.1 hc.disjoint _ hl h)
    have ht : ((0, 1) : k × k) ∈ (k ∙ ((1, 0) : k × k)) ⊔ W := by
      rw [hc.sup_eq_top]; exact Submodule.mem_top
    obtain ⟨x, hx, y, hy, hxy⟩ := Submodule.mem_sup.1 ht
    obtain ⟨c, rfl⟩ := Submodule.mem_span_singleton.1 hx
    have h := congrArg Prod.snd hxy
    simp [h2 y hy] at h

end CliffordDescent
```

```lean
#print axioms CliffordDescent.clifford
#print axioms CliffordDescent.equal_dimensions
#print axioms CliffordDescent.normality_needed
```

```
'CliffordDescent.clifford' depends on axioms: [propext, Classical.choice, Quot.sound]
'CliffordDescent.equal_dimensions' depends on axioms: [propext, Classical.choice, Quot.sound]
'CliffordDescent.normality_needed' depends on axioms: [propext, Classical.choice, Quot.sound]
```

## The argument in Lean

`stable_translate` contains the conjugation identity: `hN.conj_mem` puts \(g^{-1}ng\) in \(N\), and `group` checks the product. `minimal_translate` carries a candidate subspace back with `ρ g⁻¹`, using `map_inv_map` to undo the translation.

`translates_span` writes the sum of translates as a supremum, `⨆ g, S.map (ρ g)`, and applies irreducibility to it. `exists_disjoint_translate` then finds a translate outside \(X\) and uses minimality on the intersection.

In `clifford`, the calculation with \(u=w+s'\) is the lattice lemma `disjoint_sup_right_of_disjoint_sup_left`. The enlarged subspace is stable by `stable_sup`, and `left_lt_sup` reduces strict growth to showing that the translate is not contained in \(W\). In `equal_dimensions`, the local result `key` proves one inequality for arbitrary \(A\) and \(B\). Its three dimension relations go to `omega`, and `le_antisymm` combines the two directions.

`plane_irreducible_witness` and `normality_needed` both use `shear_sub`, the formula for the shear minus the identity. The first combines it with the coordinate exchange `LinearEquiv.prodComm`; the second applies it to a supposed complement.

## One minimum principle, used in both directions

Both extremal choices in `clifford` come from `WellFounded.has_min`. For a well-founded relation `r` and a nonempty set, it returns a member `m` such that no member `x` satisfies `r x m`.

With `wellFounded_lt` the relation is strict inclusion, and the result is a minimal building block \(S\): no nonzero stable subspace lies strictly inside it. With `wellFounded_gt` the order is reversed, so a “minimum” is a subspace that no other member strictly contains. This is the maximal \(W\). The set is nonempty in the first case because it contains \(U\), and in the second because it contains the zero subspace.

Finite dimension makes both relations well-founded, since neither a strictly descending nor a strictly ascending chain of subspaces can continue forever. The final contradiction applies `hmax` to `W ⊔ S.map (ρ g)`, with proofs that it belongs to the set and strictly contains \(W\).
